# Spin-invariant couplings between single excitations have Förster-Dexter form: 2J − K for singlets, −K for equal triplets

## A factor of four in the rate

Take two closed-shell molecules and two excited states: in one, a spin-up electron is promoted on the first molecule, in the other, on the second. Only one molecule is excited at a time. Compute the coupling between these two states. The answer is J − K, with a Coulomb part J and an exchange part K. If this number is used as the coupling between singlet excitations, half of the Coulomb part is missing. When K is negligible, a rate proportional to the squared coupling comes out four times too small. If the same number is used for triplets, they acquire a Coulomb coupling that they don't have.

The error lies in the spin state. An excitation in which only the spin-up electron moves is a superposition of singlet and triplet with equal weights, so its coupling belongs to neither. The spin sums have to be carried out for the state that is meant.

## One hole, one electron and their spins

Each molecule has one occupied orbital, which the electron leaves, and one empty orbital, which it enters. A single excitation is then a 2 by 2 complex matrix c. Its entry c(s,t) is the amplitude for an electron to leave with spin s and arrive with spin t, where 0 is up and 1 is down. The "hole spin" s is thus the spin of the electron removed, not the opposite spin often assigned to the hole itself. With this labelling the singlet is the unit matrix divided by √2, and the triplets are the traceless matrices.

A matrix c' describes the excitation on the other molecule. The coupling between definite spins is

W(s,t;s',t') = J δ(s,t) δ(s',t') − K δ(s,s') δ(t,t').

In the J term each molecule keeps its own spin while the transition densities interact. This is the Förster mechanism when J is taken in the dipole approximation. In the K term, which is Dexter's, electrons are exchanged between the molecules and carry their spins along. For orbitals h, e on one molecule and h', e' on the other, J stands for the two-electron integral (eh|h'e') and K for (ee'|h'h). In work on excitations within one molecule the letters are often swapped, and the singlet expression then reads 2K − J.

The word "spin-orbital" refers to the labels of the array W. It has nothing to do with spin-orbit interaction.

## What is stated, and in which Lean objects

`totalCoupling W c c'` is the sum over all four spins of conj(c(s,t)) W(s,t;s',t') c'(s',t'), for any complex array W. `foersterDexter J K` is the particular array above, with J and K arbitrary complex constants. In Lean `star` is complex conjugation and `cᴴ` is the conjugate transpose, written c† here.

The theorems say the following.

- For the Förster-Dexter array, the total is J conj(tr c) tr c' − K tr(c† c').
- An arbitrary array W gives a total that is unchanged under c → U c U†, c' → U c' U†, for every unitary U and all c and c', exactly when W is `foersterDexter J K` for some J and K.
- Two normalised singlets couple with 2J − K, and two excitations with the same normalised traceless matrix couple with −K. A singlet and a traceless excitation do not couple, in either order.

The conjugation by U is a common rotation of all spins. An overall phase of U cancels, so allowing every unitary matrix adds nothing to the rotations. If K ≠ 0, rotating the spins of one molecule alone can change the total.

The step from this model to real molecules is the identification of J and K with integrals over spatial orbitals. It comes from evaluating the electronic Hamiltonian between the excited determinants, built from orthonormal orbitals; here the two constants are simply given. In electronic structure theory, the result describes the spin part of the configuration-interaction-singles coupling between two closed-shell molecules, restricted to one orbital pair on each. It gives couplings and no rates.

## Traces and overlaps

Insert the Förster-Dexter array into the fourfold sum. In the J term the deltas set t = s and t' = s', so the sum factorises:

J [Σ_s conj(c(s,s))] [Σ_s' c'(s',s')] = J conj(tr c) tr c'.

In the K term they set s' = s and t' = t:

−K Σ_s Σ_t conj(c(s,t)) c'(s,t) = −K tr(c† c').

Now rotate both excitations. Since the trace is cyclic and U†U = 1,

tr(U c U†) = tr(U†U c) = tr c,

and likewise for c'. The product in the exchange term becomes

(U c U†)† (U c' U†) = U c† U†U c' U† = U (c† c') U†,

whose trace is tr(c† c'). Both terms are unchanged.

## Why two constants remain

Conversely, suppose that the total for some array W is invariant. Let E(s,t) be the matrix with a single entry 1 at position (s,t). The total for E(s,t) and E(s',t') is just W(s,t;s',t'), so invariance can be tested one element at a time.

Take U = diag(1,−1). It multiplies the element by (−1)^(s+t+s'+t'). If the number of down spins among the four labels is odd, then W = −W, and the element vanishes. This removes eight elements. Take U = diag(1,i). It multiplies W(0,1;1,0) and W(1,0;0,1) by −1, so these vanish too.

Six elements are left. The flip that exchanges up and down pairs them:

W(1,1;1,1) = W(0,0;0,0)

W(1,1;0,0) = W(0,0;1,1)

W(1,0;1,0) = W(0,1;0,1)

Call the three right-hand sides a, b and d. The real rotation with rows (3/5, −4/5) and (4/5, 3/5) turns E(0,0) into the matrix with rows (9/25, 12/25) and (12/25, 16/25). Using this matrix for both excitations, invariance demands

a = [(81 + 256) a + 288 b + 288 d] / 625.

Hence 288 a = 288 (b + d), or a = b + d. With J = b and K = −d, the surviving elements are J − K, J and −K, which are those of the Förster-Dexter array.

## Singlets, triplets and a numerical instance

For the singlet, c = 1/√2 times the unit matrix. Its trace is √2 and tr(c† c) = 1, so the coupling is

J · √2 · √2 − K · 1 = 2J − K.

For a normalised triplet, tr c = 0 and tr(c† c) = 1, which leaves −K. Between a singlet and a triplet the Coulomb term contains the vanishing trace of the triplet. The overlap is tr c/√2 or its conjugate, depending on the order, and is zero as well.

Let J = 5 and K = 1 in some energy unit. The singlet coupling is 9 and the triplet coupling is −1. The excitation E(0,0), in which only the spin-up electron moves, has trace 1 and norm 1, so its coupling is 5 − 1 = 4. It is the sum of the singlet and the triplet diag(1,−1)/√2, divided by √2. Since the cross terms vanish, the same number follows from (9 − 1)/2 = 4. Squaring 4 in place of 9 would make a singlet rate about five times too small.

## The complete Lean source

```lean
import Mathlib

open Matrix

namespace FoersterDexterSpin

noncomputable section

/-- The Förster-Dexter spin-orbital coupling between an excitation with spins `s, t` and one
with spins `s', t'`: a Coulomb part `J` and an exchange part `K`. -/
def foersterDexter (J K : ℂ) (s t s' t' : Fin 2) : ℂ :=
  J * (if s = t then 1 else 0) * (if s' = t' then 1 else 0)
    - K * (if s = s' then 1 else 0) * (if t = t' then 1 else 0)

/-- The total coupling between two single excitations with spin amplitudes `c` and `c'`,
for any spin-orbital coupling `W`. -/
def totalCoupling (W : Fin 2 → Fin 2 → Fin 2 → Fin 2 → ℂ)
    (c c' : Matrix (Fin 2) (Fin 2) ℂ) : ℂ :=
  ∑ s, ∑ t, ∑ s', ∑ t', star (c s t) * W s t s' t' * c' s' t'

/-- The normalised singlet excitation: the unit matrix divided by the square root of two. -/
def singlet : Matrix (Fin 2) (Fin 2) ℂ := ((Real.sqrt 2 : ℝ) : ℂ)⁻¹ • 1

/-- The Coulomb part sees only the traces of the two spin matrices, and the exchange part
only their overlap. -/
theorem totalCoupling_eq (J K : ℂ) (c c' : Matrix (Fin 2) (Fin 2) ℂ) :
    totalCoupling (foersterDexter J K) c c'
      = J * star (trace c) * trace c' - K * trace (cᴴ * c') := by
  simp [totalCoupling, foersterDexter, Fin.sum_univ_two, Matrix.trace_fin_two,
    Matrix.mul_apply]
  ring

/-- The Förster-Dexter coupling is unchanged when the same unitary matrix conjugates both
excitations. -/
theorem totalCoupling_unitary (J K : ℂ) (U c c' : Matrix (Fin 2) (Fin 2) ℂ)
    (hU : Uᴴ * U = 1) :
    totalCoupling (foersterDexter J K) (U * c * Uᴴ) (U * c' * Uᴴ)
      = totalCoupling (foersterDexter J K) c c' := by
  -- the trace is cyclic, so it does not see the rotation
  have htr : ∀ A : Matrix (Fin 2) (Fin 2) ℂ, trace (U * A * Uᴴ) = trace A := by
    intro A
    rw [Matrix.trace_mul_cycle, hU, one_mul]
  -- the overlap matrix is rotated as a whole
  have hov : (U * c * Uᴴ)ᴴ * (U * c' * Uᴴ) = U * (cᴴ * c') * Uᴴ := by
    calc (U * c * Uᴴ)ᴴ * (U * c' * Uᴴ)
        = U * cᴴ * (Uᴴ * U) * c' * Uᴴ := by
          simp only [Matrix.conjTranspose_mul, Matrix.conjTranspose_conjTranspose, mul_assoc]
      _ = U * (cᴴ * c') * Uᴴ := by
          rw [hU, mul_one, mul_assoc U]
  rw [totalCoupling_eq, totalCoupling_eq, hov, htr, htr, htr]

/-- A spin-orbital coupling gives a total invariant under common unitary conjugation of both
excitations exactly when it has the Förster-Dexter form for some constants `J` and `K`. -/
theorem invariant_iff_foersterDexter (W : Fin 2 → Fin 2 → Fin 2 → Fin 2 → ℂ) :
    (∀ U : Matrix (Fin 2) (Fin 2) ℂ, Uᴴ * U = 1 → ∀ c c' : Matrix (Fin 2) (Fin 2) ℂ,
      totalCoupling W (U * c * Uᴴ) (U * c' * Uᴴ) = totalCoupling W c c')
      ↔ ∃ J K : ℂ, W = foersterDexter J K := by
  constructor
  · intro inv
    simp only [totalCoupling, Matrix.mul_apply, Matrix.conjTranspose_apply,
      Fin.sum_univ_two] at inv
    have hZ : (!![1, 0; 0, -1] : Matrix (Fin 2) (Fin 2) ℂ)ᴴ * !![1, 0; 0, -1] = 1 := by
      ext i j
      fin_cases i <;> fin_cases j <;> simp [Matrix.mul_apply, Fin.sum_univ_two]
    have hS : (!![1, 0; 0, Complex.I] : Matrix (Fin 2) (Fin 2) ℂ)ᴴ
        * !![1, 0; 0, Complex.I] = 1 := by
      ext i j
      fin_cases i <;> fin_cases j <;> simp [Matrix.mul_apply, Fin.sum_univ_two]
    have hX : (!![0, 1; 1, 0] : Matrix (Fin 2) (Fin 2) ℂ)ᴴ * !![0, 1; 1, 0] = 1 := by
      ext i j
      fin_cases i <;> fin_cases j <;> simp [Matrix.mul_apply, Fin.sum_univ_two]
    have c3 : (starRingEnd ℂ) 3 = 3 := by apply Complex.ext <;> simp
    have c4 : (starRingEnd ℂ) 4 = 4 := by apply Complex.ext <;> simp
    have c5 : (starRingEnd ℂ) 5 = 5 := by apply Complex.ext <;> simp
    have hR : (!![3/5, -4/5; 4/5, 3/5] : Matrix (Fin 2) (Fin 2) ℂ)ᴴ
        * !![3/5, -4/5; 4/5, 3/5] = 1 := by
      ext i j
      fin_cases i <;> fin_cases j <;>
        norm_num [Matrix.mul_apply, Fin.sum_univ_two, c3, c4, c5]
    have Z := fun (s t s' t' : Fin 2) =>
      inv _ hZ (Matrix.single s t 1) (Matrix.single s' t' 1)
    have S := fun (s t s' t' : Fin 2) =>
      inv _ hS (Matrix.single s t 1) (Matrix.single s' t' 1)
    have X := fun (s t s' t' : Fin 2) =>
      inv _ hX (Matrix.single s t 1) (Matrix.single s' t' 1)
    have neg0 : ∀ w : ℂ, -w = w → w = 0 := fun w h => by
      linear_combination (-1 / 2) * h
    have phase0 : ∀ w : ℂ, Complex.I * w * Complex.I = w → w = 0 := fun w h => by
      linear_combination (-1 / 2) * h + w / 2 * Complex.I_sq
    -- rotations about the spin axis remove all elements that change the spin projection
    have z1 : W 0 0 0 1 = 0 := neg0 _ (by simpa [Matrix.single_apply] using Z 0 0 0 1)
    have z2 : W 0 0 1 0 = 0 := neg0 _ (by simpa [Matrix.single_apply] using Z 0 0 1 0)
    have z3 : W 1 1 0 1 = 0 := neg0 _ (by simpa [Matrix.single_apply] using Z 1 1 0 1)
    have z4 : W 1 1 1 0 = 0 := neg0 _ (by simpa [Matrix.single_apply] using Z 1 1 1 0)
    have z5 : W 0 1 0 0 = 0 := neg0 _ (by simpa [Matrix.single_apply] using Z 0 1 0 0)
    have z6 : W 1 0 0 0 = 0 := neg0 _ (by simpa [Matrix.single_apply] using Z 1 0 0 0)
    have z7 : W 0 1 1 1 = 0 := neg0 _ (by simpa [Matrix.single_apply] using Z 0 1 1 1)
    have z8 : W 1 0 1 1 = 0 := neg0 _ (by simpa [Matrix.single_apply] using Z 1 0 1 1)
    have z9 : W 0 1 1 0 = 0 := phase0 _ (by simpa [Matrix.single_apply] using S 0 1 1 0)
    have z10 : W 1 0 0 1 = 0 := phase0 _ (by simpa [Matrix.single_apply] using S 1 0 0 1)
    -- the spin flip identifies the others in pairs
    have x1 : W 1 1 1 1 = W 0 0 0 0 := by simpa [Matrix.single_apply] using X 0 0 0 0
    have x2 : W 1 1 0 0 = W 0 0 1 1 := by simpa [Matrix.single_apply] using X 0 0 1 1
    have x3 : W 1 0 1 0 = W 0 1 0 1 := by simpa [Matrix.single_apply] using X 0 1 0 1
    -- a tilted rotation gives the last relation
    have r : W 0 0 0 0 = W 0 0 1 1 + W 0 1 0 1 := by
      have h := inv _ hR (Matrix.single 0 0 1) (Matrix.single 0 0 1)
      simp [z1, z2, z3, z4, z5, z6, z7, z8, z9, z10, x1, x2, x3] at h
      linear_combination (-625 / 288) * h
    refine ⟨W 0 0 1 1, -W 0 1 0 1, ?_⟩
    funext s t s' t'
    revert s t s' t'
    simp [Fin.forall_fin_two, foersterDexter, z1, z2, z3, z4, z5, z6, z7, z8, z9, z10,
      x1, x2, x3, r]
  · rintro ⟨J, K, rfl⟩ U hU c c'
    exact totalCoupling_unitary J K U c c' hU

/-- Two normalised singlet excitations couple with `2J - K`. -/
theorem singlet_singlet (J K : ℂ) :
    totalCoupling (foersterDexter J K) singlet singlet = 2 * J - K := by
  have hs : ((Real.sqrt 2 : ℝ) : ℂ) ^ 2 = 2 := by
    rw [← Complex.ofReal_pow, Real.sq_sqrt (by norm_num)]
    norm_num
  have ha : ((Real.sqrt 2 : ℝ) : ℂ)⁻¹ * ((Real.sqrt 2 : ℝ) : ℂ)⁻¹ = 1 / 2 := by
    rw [← mul_inv, ← pow_two, hs]
    norm_num
  have hstar : star (((Real.sqrt 2 : ℝ) : ℂ)⁻¹) = ((Real.sqrt 2 : ℝ) : ℂ)⁻¹ := by simp
  have hstar2 : star (((Real.sqrt 2 : ℝ) : ℂ)⁻¹ * 2) = ((Real.sqrt 2 : ℝ) : ℂ)⁻¹ * 2 := by
    simp
  have ht : trace singlet = ((Real.sqrt 2 : ℝ) : ℂ)⁻¹ * 2 := by simp [singlet]
  have hn : trace (singletᴴ * singlet)
      = ((Real.sqrt 2 : ℝ) : ℂ)⁻¹ * ((Real.sqrt 2 : ℝ) : ℂ)⁻¹ * 2 := by
    simp only [singlet, Matrix.conjTranspose_smul, Matrix.conjTranspose_one,
      smul_mul_smul_comm, mul_one, Matrix.trace_smul, Matrix.trace_one, Fintype.card_fin,
      smul_eq_mul, hstar, Nat.cast_ofNat]
  rw [totalCoupling_eq, ht, hn, hstar2]
  linear_combination (4 * J - 2 * K) * ha

/-- Two excitations in the same normalised triplet state, that is with the same traceless
spin matrix of unit norm, couple with `-K`. -/
theorem triplet_triplet (J K : ℂ) (c : Matrix (Fin 2) (Fin 2) ℂ)
    (h0 : trace c = 0) (h1 : trace (cᴴ * c) = 1) :
    totalCoupling (foersterDexter J K) c c = -K := by
  rw [totalCoupling_eq, h0, h1]
  ring

/-- The spin matrix whose only non-zero entry is a one at position `(0, 1)` is traceless and
normalised. -/
theorem triplet_witness :
    trace (!![0, 1; 0, 0] : Matrix (Fin 2) (Fin 2) ℂ) = 0 ∧
      trace ((!![0, 1; 0, 0] : Matrix (Fin 2) (Fin 2) ℂ)ᴴ * !![0, 1; 0, 0]) = 1 := by
  constructor <;> simp [Matrix.trace_fin_two, Matrix.mul_apply, Fin.sum_univ_two]

/-- Under the Förster-Dexter coupling, the total coupling between the singlet and a triplet
(traceless) excitation is zero, in either order. -/
theorem singlet_triplet (J K : ℂ) (c : Matrix (Fin 2) (Fin 2) ℂ) (h0 : trace c = 0) :
    totalCoupling (foersterDexter J K) singlet c = 0 ∧
      totalCoupling (foersterDexter J K) c singlet = 0 := by
  constructor <;> simp [totalCoupling_eq, singlet, Matrix.trace_conjTranspose, h0]

end

end FoersterDexterSpin
```

```lean
#print axioms FoersterDexterSpin.invariant_iff_foersterDexter
-- 'FoersterDexterSpin.invariant_iff_foersterDexter' depends on axioms: [propext, Classical.choice, Quot.sound]
#print axioms FoersterDexterSpin.singlet_singlet
-- 'FoersterDexterSpin.singlet_singlet' depends on axioms: [propext, Classical.choice, Quot.sound]
#print axioms FoersterDexterSpin.triplet_triplet
-- 'FoersterDexterSpin.triplet_triplet' depends on axioms: [propext, Classical.choice, Quot.sound]
#print axioms FoersterDexterSpin.singlet_triplet
-- 'FoersterDexterSpin.singlet_triplet' depends on axioms: [propext, Classical.choice, Quot.sound]
```

## From sixteen terms to two traces

`totalCoupling_eq` writes out the fourfold sum, the traces and the matrix product for two spin values. The deltas are evaluated by `simp`, and `ring` checks that the two sides agree. The later results about the Förster-Dexter array use this trace formula instead of returning to the sum.

In `totalCoupling_unitary`, the local statement `htr` is the cyclic-trace argument for an arbitrary matrix. The statement `hov` moves the rotation to the outside of c† c', with U†U replaced by 1 in the middle. Rewriting with the trace formula on both sides then finishes the proof.

## Four rotations applied to elementary excitations

The forward direction of `invariant_iff_foersterDexter` starts from the assumed invariance `inv`. The statements `hZ`, `hS`, `hX` and `hR` verify that the two diagonal matrices, the flip and the tilted rotation are unitary. `Z`, `S` and `X` are the invariance conditions for the first three, applied to the elementary excitations, which Lean writes as `Matrix.single s t 1`.

The lines `z1` to `z8` are the eight elements removed by diag(1,−1), and `z9` and `z10` are the two removed by diag(1,i). The helpers `neg0` and `phase0` conclude that a number equal to its own negative is zero; in `phase0` the sign appears as a product of two factors i. The pairings are `x1`, `x2` and `x3`.

The relation a = b + d is `r`. After the known zeros and pairings have been inserted, `linear_combination` multiplies the remaining equation by −625/288, the factor that clears the 288/625 of the derivation. The proof then supplies `W 0 0 1 1` for J and `-W 0 1 0 1` for K, and compares all sixteen elements. The reverse direction is `totalCoupling_unitary`.

## The spin states in Lean

`singlet_singlet` first establishes that the square of 1/√2 is 1/2, in `ha`. It computes the trace and the norm of the singlet in `ht` and `hn`, and combines them through the trace formula. `triplet_triplet` inserts its two hypotheses, zero trace and unit norm, into the same formula.

`triplet_witness` exhibits a matrix satisfying both: the one with a single entry 1 at position (0,1), a spin-up electron leaving and a spin-down electron arriving. `singlet_triplet` treats the two orders separately, and both reduce to the vanishing trace. It doesn't require the triplet to be normalised.
